# Computed on at least 2n+1 grid points, the matrix of a real potential between plane waves of wavenumber −n to n has its eigenvalues within the sampled range

Sample a real potential on a periodic cell of length 1 at the points x_j = j/N, with j = 0, …, N−1, and let k and l run from 0 to 2n, standing for plane waves of wavenumber k−n and l−n. The matrix studied below has the elements H_kl = (1/N) Σ_j V_j exp(−2πi(k−l)j/N), where V_j is the potential at x_j.

In Lean 4 with Mathlib:

```lean
import Mathlib

open Matrix
open scoped Real ComplexOrder ComplexConjugate

namespace PlaneWaveGrid

noncomputable section

/-- The plane wave `exp(2πi k j / N)` at point `j` of a periodic grid of `N ≥ 1` points. -/
def planeWave {N : ℕ} (k : ℤ) (j : Fin N) : ℂ :=
  Complex.exp (2 * π * Complex.I * k * ((j : ℕ) : ℂ) / (N : ℂ))

/-- The wavenumbers `-n, ..., n` of the plane-wave basis. -/
def wavenumber (n : ℕ) (i : Fin (2 * n + 1)) : ℤ := ((i : ℕ) : ℤ) - (n : ℤ)

/-- The potential matrix `(1/N) ∑ j, V j exp(-2πi (k-l) j / N)` in the plane-wave basis,
computed on a grid of `N ≥ 1` points. -/
def gridMatrix (n : ℕ) {N : ℕ} (V : Fin N → ℝ) :
    Matrix (Fin (2 * n + 1)) (Fin (2 * n + 1)) ℂ :=
  Matrix.of fun k l =>
    (∑ j, (V j : ℂ) * planeWave (wavenumber n l - wavenumber n k) j) / (N : ℂ)

/-- The matrix taking plane-wave coefficients to the values of the wave on the grid. -/
def toGrid (n N : ℕ) : Matrix (Fin N) (Fin (2 * n + 1)) ℂ :=
  Matrix.of fun j k => planeWave (wavenumber n k) j

/-- The potential `cos(4π(x - s))`, displaced by `s`, at the points `x = j/N`, `N ≥ 1`. -/
def shiftedCos (N : ℕ) (s : ℝ) (j : Fin N) : ℝ :=
  Real.cos (4 * π * (((j : ℕ) : ℝ) / (N : ℝ) - s))

/-- The product of a conjugated plane wave with another carries the difference of the
wavenumbers. -/
theorem conj_planeWave_mul {N : ℕ} (k l : ℤ) (j : Fin N) :
    conj (planeWave k j) * planeWave l j = planeWave (l - k) j := by
  simp only [planeWave]
  rw [← Complex.exp_conj, ← Complex.exp_add]
  congr 1
  simp only [map_div₀, map_mul, Complex.conj_I, Complex.conj_ofReal, map_natCast,
    map_intCast, map_ofNat]
  push_cast
  ring

/-- A plane wave whose wavenumber is nonzero and smaller in modulus than the number of grid
points sums to zero over the grid. -/
theorem sum_planeWave {N : ℕ} {m : ℤ} (h0 : m ≠ 0) (hm : |m| < (N : ℤ)) :
    ∑ j : Fin N, planeWave m j = 0 := by
  have hpos : (0 : ℤ) < N := lt_of_le_of_lt (abs_nonneg m) hm
  have hN : (N : ℂ) ≠ 0 := by
    have : N ≠ 0 := by omega
    exact_mod_cast this
  set z : ℂ := Complex.exp (2 * π * Complex.I * m / N) with hz
  have hpow : ∀ j : Fin N, planeWave m j = z ^ (j : ℕ) := by
    intro j
    rw [hz, ← Complex.exp_nat_mul, planeWave]
    congr 1
    ring
  have hzN : z ^ N = 1 := by
    rw [hz, ← Complex.exp_nat_mul]
    exact Complex.exp_eq_one_iff.mpr ⟨m, by field_simp⟩
  have hz1 : z ≠ 1 := by
    intro h
    obtain ⟨q, hq⟩ := Complex.exp_eq_one_iff.mp h
    have hc : (m : ℂ) = N * q := by
      apply mul_left_cancel₀ Complex.two_pi_I_ne_zero
      calc 2 * π * Complex.I * (m : ℂ) = (2 * π * Complex.I * m / N) * N := by field_simp
        _ = q * (2 * π * Complex.I) * N := by rw [hq]
        _ = 2 * π * Complex.I * (N * q) := by ring
    have hd : m = N * q := by exact_mod_cast hc
    exact h0 (Int.eq_zero_of_abs_lt_dvd ⟨q, hd⟩ hm)
  -- the sum is geometric with a ratio that is a nontrivial root of unity
  have hg := mul_neg_geom_sum z N
  rw [hzN, sub_self] at hg
  rw [Finset.sum_congr rfl fun j _ => hpow j, Fin.sum_univ_eq_sum_range (fun j => z ^ j) N]
  exact (mul_eq_zero.mp hg).resolve_left (sub_ne_zero.mpr hz1.symm)

/-- The potential matrix acts by going to the grid, multiplying by `V j / N` there, and
going back with the adjoint. -/
theorem gridMatrix_factor (n : ℕ) {N : ℕ} (V : Fin N → ℝ) :
    gridMatrix n V =
      (toGrid n N)ᴴ * Matrix.diagonal (fun j => (V j : ℂ) / (N : ℂ)) * toGrid n N := by
  ext k l
  rw [Matrix.mul_apply]
  simp only [Matrix.mul_diagonal, Matrix.conjTranspose_apply, toGrid, gridMatrix,
    Matrix.of_apply, Complex.star_def]
  rw [Finset.sum_div]
  refine Finset.sum_congr rfl fun j _ => ?_
  rw [← conj_planeWave_mul]
  ring

/-- With at least `2n+1` grid points the constant potential `1` gives the identity matrix. -/
theorem gridMatrix_one {n N : ℕ} (h : 2 * n + 1 ≤ N) :
    gridMatrix n (fun _ : Fin N => (1 : ℝ)) = 1 := by
  have hN : (N : ℂ) ≠ 0 := by
    have : N ≠ 0 := by omega
    exact_mod_cast this
  ext k l
  simp only [gridMatrix, Matrix.of_apply, Complex.ofReal_one, one_mul]
  by_cases hkl : k = l
  · subst hkl
    simp [planeWave, hN]
  · have hne : (k : ℕ) ≠ (l : ℕ) := fun e => hkl (Fin.ext e)
    have hk := k.isLt
    have hl := l.isLt
    rw [Matrix.one_apply_ne hkl, sum_planeWave, zero_div]
    · simp only [wavenumber]
      omega
    · simp only [wavenumber]
      exact abs_lt.mpr ⟨by omega, by omega⟩

/-- For any coefficient vector `x`, normalised or not, the number `x† H x` formed with the potential
matrix `H` is the sum over the grid of `V j` times the squared modulus of the wave at point `j`,
divided by `N`. -/
theorem expectation_eq (n : ℕ) {N : ℕ} (V : Fin N → ℝ) (x : Fin (2 * n + 1) → ℂ) :
    star x ⬝ᵥ (gridMatrix n V *ᵥ x) =
      ((∑ j, V j * (Complex.normSq ((toGrid n N *ᵥ x) j) / N) : ℝ) : ℂ) := by
  rw [gridMatrix_factor, ← Matrix.mulVec_mulVec, ← Matrix.mulVec_mulVec,
    Matrix.dotProduct_mulVec, ← Matrix.star_mulVec, dotProduct, Complex.ofReal_sum]
  refine Finset.sum_congr rfl fun j _ => ?_
  rw [Matrix.mulVec_diagonal, Pi.star_apply, Complex.star_def, Complex.ofReal_mul,
    Complex.ofReal_div, Complex.normSq_eq_conj_mul_self, Complex.ofReal_natCast]
  ring

/-- With at least `2n+1` grid points the potential matrix is Hermitian, and each eigenvalue
is real and lies between two of the sampled values of the potential. -/
theorem hermitian_and_eigenvalue_bounds {n N : ℕ} (h : 2 * n + 1 ≤ N) (V : Fin N → ℝ) :
    (gridMatrix n V).IsHermitian ∧
      ∀ (μ : ℂ) (x : Fin (2 * n + 1) → ℂ), x ≠ 0 → gridMatrix n V *ᵥ x = μ • x →
        μ.im = 0 ∧ ∃ i j, V i ≤ μ.re ∧ μ.re ≤ V j := by
  constructor
  · have hD : (Matrix.diagonal (fun j => (V j : ℂ) / (N : ℂ)))ᴴ =
        Matrix.diagonal (fun j => (V j : ℂ) / (N : ℂ)) := by
      rw [Matrix.diagonal_conjTranspose]
      congr 1
      funext j
      simp
    rw [gridMatrix_factor, Matrix.IsHermitian, Matrix.conjTranspose_mul,
      Matrix.conjTranspose_mul, Matrix.conjTranspose_conjTranspose, hD, Matrix.mul_assoc]
  · intro μ x hx hμ
    have : Nonempty (Fin N) := ⟨⟨0, by omega⟩⟩
    set p : Fin N → ℝ := fun j => Complex.normSq ((toGrid n N *ᵥ x) j) / N with hp
    have hp0 : ∀ j, 0 ≤ p j := fun j => div_nonneg (Complex.normSq_nonneg _) (Nat.cast_nonneg _)
    -- Parseval: the weights add up to the squared norm of the coefficients
    have e1 : star x ⬝ᵥ x = ((∑ j, p j : ℝ) : ℂ) := by
      have e := expectation_eq n (fun _ : Fin N => (1 : ℝ)) x
      rw [gridMatrix_one h, Matrix.one_mulVec] at e
      simpa only [one_mul] using e
    have e2 : μ * ((∑ j, p j : ℝ) : ℂ) = ((∑ j, V j * p j : ℝ) : ℂ) := by
      rw [← e1, ← smul_eq_mul, ← dotProduct_smul, ← hμ]
      exact expectation_eq n V x
    have hS : 0 < ∑ j, p j := by
      refine lt_of_le_of_ne (Finset.sum_nonneg fun j _ => hp0 j) fun h0 => hx ?_
      rw [← h0, Complex.ofReal_zero] at e1
      exact dotProduct_star_self_eq_zero.mp e1
    have him := congrArg Complex.im e2
    have hre := congrArg Complex.re e2
    rw [Complex.im_mul_ofReal, Complex.ofReal_im] at him
    rw [Complex.re_mul_ofReal, Complex.ofReal_re] at hre
    obtain ⟨i, hi⟩ := Finite.exists_min V
    obtain ⟨j, hj⟩ := Finite.exists_max V
    refine ⟨(mul_eq_zero.mp him).resolve_right hS.ne', i, j, ?_, ?_⟩
    · refine le_of_mul_le_mul_right ?_ hS
      rw [hre, Finset.mul_sum]
      exact Finset.sum_le_sum fun a _ => mul_le_mul_of_nonneg_right (hi a) (hp0 a)
    · refine le_of_mul_le_mul_right ?_ hS
      rw [hre, Finset.mul_sum]
      exact Finset.sum_le_sum fun a _ => mul_le_mul_of_nonneg_right (hj a) (hp0 a)

/-- With exactly `2n+1` grid points the determinant of the potential matrix is the product
of the sampled values of the potential. -/
theorem det_gridMatrix {n N : ℕ} (hN : N = 2 * n + 1) (V : Fin N → ℝ) :
    (gridMatrix n V).det = ∏ j, (V j : ℂ) := by
  subst hN
  have h1 := congrArg Matrix.det (gridMatrix_one (le_refl (2 * n + 1)))
  rw [gridMatrix_factor, Matrix.det_mul, Matrix.det_mul, Matrix.det_diagonal,
    Matrix.det_one, Finset.prod_div_distrib] at h1
  simp only [Complex.ofReal_one, Finset.prod_const_one] at h1
  rw [gridMatrix_factor, Matrix.det_mul, Matrix.det_mul, Matrix.det_diagonal,
    Finset.prod_div_distrib]
  linear_combination (∏ j, (V j : ℂ)) * h1

/-- For `n = 1` and three grid points the determinant for `cos(4π(x - s))` is
`cos(12πs)/4`; it is `1/4` at `s = 0` and `0` at `s = 1/8`. -/
theorem det_three_points :
    (∀ s : ℝ, (gridMatrix 1 (shiftedCos 3 s)).det = ((Real.cos (12 * π * s) / 4 : ℝ) : ℂ)) ∧
      (gridMatrix 1 (shiftedCos 3 0)).det = 1 / 4 ∧
      (gridMatrix 1 (shiftedCos 3 (1 / 8))).det = 0 := by
  have key : ∀ s : ℝ, (gridMatrix 1 (shiftedCos 3 s)).det =
      ((Real.cos (12 * π * s) / 4 : ℝ) : ℂ) := by
    intro s
    have c0 : shiftedCos 3 s 0 = Real.cos (4 * π * s) := by
      rw [← Real.cos_neg (4 * π * s)]
      simp [shiftedCos]
    have c1 : shiftedCos 3 s 1 = -Real.cos (π / 3 - 4 * π * s) := by
      rw [← Real.cos_add_pi, shiftedCos]
      congr 1
      norm_num
      ring
    have c2 : shiftedCos 3 s 2 = -Real.cos (π / 3 + 4 * π * s) := by
      rw [← Real.cos_pi_sub, ← Real.cos_add_two_pi, shiftedCos]
      congr 1
      norm_num
      ring
    rw [det_gridMatrix (n := 1) (N := 3) rfl, Fin.prod_univ_three, ← Complex.ofReal_mul,
      ← Complex.ofReal_mul, c0, c1, c2, Real.cos_sub, Real.cos_add, Real.cos_pi_div_three,
      Real.sin_pi_div_three, show 12 * π * s = 3 * (4 * π * s) by ring, Real.cos_three_mul]
    congr 1
    have h3 : √(3 : ℝ) ^ 2 = 3 := Real.sq_sqrt (by norm_num)
    have hsc := Real.sin_sq_add_cos_sq (4 * π * s)
    linear_combination (-(Real.cos (4 * π * s) * Real.sin (4 * π * s) ^ 2) / 4) * h3
      - (3 * Real.cos (4 * π * s) / 4) * hsc
  refine ⟨key, ?_, ?_⟩
  · rw [key]
    simp
  · rw [key, show 12 * π * (1 / 8) = π / 2 + π by ring, Real.cos_add_pi, Real.cos_pi_div_two]
    simp

/-- For `n = 1` and four or more grid points the determinant for `cos(4π(x - s))` is zero
for every displacement `s`. -/
theorem det_four_or_more_points {N : ℕ} (hN : 4 ≤ N) (s : ℝ) :
    (gridMatrix 1 (shiftedCos N s)).det = 0 := by
  -- the row of wavenumber zero vanishes
  refine Matrix.det_eq_zero_of_row_eq_zero ⟨1, by norm_num⟩ fun l => ?_
  have hm : -1 ≤ wavenumber 1 l - wavenumber 1 ⟨1, by norm_num⟩ ∧
      wavenumber 1 l - wavenumber 1 ⟨1, by norm_num⟩ ≤ 1 := by
    have hl := l.isLt
    simp only [wavenumber]
    omega
  simp only [gridMatrix, Matrix.of_apply]
  generalize wavenumber 1 l - wavenumber 1 ⟨1, by norm_num⟩ = m at hm ⊢
  have split : ∀ j : Fin N, (shiftedCos N s j : ℂ) * planeWave m j =
      Complex.exp (-(4 * π * s * Complex.I)) / 2 * planeWave (m + 2) j +
        Complex.exp (4 * π * s * Complex.I) / 2 * planeWave (m - 2) j := by
    intro j
    have a1 : Complex.exp (((4 * π * (((j : ℕ) : ℝ) / (N : ℝ) - s) : ℝ) : ℂ) * Complex.I) *
        planeWave m j = Complex.exp (-(4 * π * s * Complex.I)) * planeWave (m + 2) j := by
      simp only [planeWave]
      rw [← Complex.exp_add, ← Complex.exp_add]
      congr 1
      push_cast
      ring
    have a2 : Complex.exp (-((4 * π * (((j : ℕ) : ℝ) / (N : ℝ) - s) : ℝ) : ℂ) * Complex.I) *
        planeWave m j = Complex.exp (4 * π * s * Complex.I) * planeWave (m - 2) j := by
      simp only [planeWave]
      rw [← Complex.exp_add, ← Complex.exp_add]
      congr 1
      push_cast
      ring
    rw [shiftedCos, Complex.ofReal_cos, Complex.cos]
    linear_combination a1 / 2 + a2 / 2
  rw [Finset.sum_congr rfl fun j _ => split j, Finset.sum_add_distrib, ← Finset.mul_sum,
    ← Finset.mul_sum, sum_planeWave (by omega) (abs_lt.mpr ⟨by omega, by omega⟩),
    sum_planeWave (by omega) (abs_lt.mpr ⟨by omega, by omega⟩)]
  simp

/-- For `n = 1` and only two grid points the constant potential `1` has the eigenvalue `2`,
with equal coefficients on the wavenumbers `-1` and `1`. -/
theorem two_points_eigenvalue_two :
    gridMatrix 1 (fun _ : Fin 2 => (1 : ℝ)) *ᵥ ![1, 0, 1] = (2 : ℂ) • ![1, 0, 1] := by
  have p0 : ∀ m : ℤ, planeWave m (0 : Fin 2) = 1 := fun m => by simp [planeWave]
  have p1 : ∀ m : ℤ, planeWave m (1 : Fin 2) = (-1) ^ m := by
    intro m
    rw [planeWave, ← Complex.exp_pi_mul_I, ← Complex.exp_int_mul]
    congr 1
    simp only [Fin.val_one]
    push_cast
    ring
  have hp : ∀ k l : Fin 3, gridMatrix 1 (fun _ : Fin 2 => (1 : ℝ)) k l =
      (1 + (-1) ^ (wavenumber 1 l - wavenumber 1 k)) / 2 := by
    intro k l
    simp only [gridMatrix, Matrix.of_apply, Fin.sum_univ_two, p0, p1, Complex.ofReal_one,
      one_mul, Nat.cast_ofNat]
  have w0 : wavenumber 1 (0 : Fin 3) = -1 := rfl
  have w1 : wavenumber 1 (1 : Fin 3) = 0 := rfl
  have w2 : wavenumber 1 (2 : Fin 3) = 1 := rfl
  have row : ∀ k : Fin 3, (gridMatrix 1 (fun _ : Fin 2 => (1 : ℝ)) *ᵥ ![1, 0, 1]) k =
      (1 + (-1) ^ (-1 - wavenumber 1 k)) / 2 + (1 + (-1) ^ (1 - wavenumber 1 k)) / 2 := by
    intro k
    change ∑ l : Fin 3, gridMatrix 1 (fun _ : Fin 2 => (1 : ℝ)) k l *
      (![1, 0, 1] : Fin 3 → ℂ) l = _
    rw [Fin.sum_univ_three, hp, hp, hp, w0, w2]
    change _ * (1 : ℂ) + _ * (0 : ℂ) + _ * (1 : ℂ) = _
    rw [mul_one, mul_zero, add_zero, mul_one]
  funext k
  change Fin 3 at k
  fin_cases k
  · refine (row 0).trans ?_
    rw [w0]
    change _ = (2 : ℂ) * 1
    norm_num
  · refine (row 1).trans ?_
    rw [w1]
    change _ = (2 : ℂ) * 0
    norm_num
  · refine (row 2).trans ?_
    rw [w2]
    change _ = (2 : ℂ) * 1
    norm_num

end

end PlaneWaveGrid
```

```lean
#print axioms PlaneWaveGrid.hermitian_and_eigenvalue_bounds
-- 'PlaneWaveGrid.hermitian_and_eigenvalue_bounds' depends on axioms: [propext, Classical.choice, Quot.sound]
#print axioms PlaneWaveGrid.det_three_points
-- 'PlaneWaveGrid.det_three_points' depends on axioms: [propext, Classical.choice, Quot.sound]
#print axioms PlaneWaveGrid.det_four_or_more_points
-- 'PlaneWaveGrid.det_four_or_more_points' depends on axioms: [propext, Classical.choice, Quot.sound]
#print axioms PlaneWaveGrid.two_points_eigenvalue_two
-- 'PlaneWaveGrid.two_points_eigenvalue_two' depends on axioms: [propext, Classical.choice, Quot.sound]
```

## Bounds set by the sampled values

In the file H is `gridMatrix n V`. Its labels k and l have type `Fin (2 * n + 1)`, and `wavenumber` subtracts n from them. The potential is any function `V : Fin N → ℝ`, so no smoothness or band limit is assumed.

The main theorem, `hermitian_and_eigenvalue_bounds`, assumes N ≥ 2n+1. It says that H is Hermitian, and that any complex μ with Hx = μx for some x ≠ 0 has zero imaginary part and lies between two sampled values V_i and V_j. Hence μ lies in [min V, max V].

Plane-wave codes apply a local potential by transforming to a grid, multiplying there and transforming back. For this one-dimensional model with a finite basis and no kinetic energy, the theorem says that the procedure creates no potential energy outside the sampled range. It does not say that H equals the matrix obtained by exact integration over the cell.

## Eigenvalues as weighted grid averages

Write φ_m(j) = exp(2πimj/N), which is `planeWave m j`. If 0 < |m| < N, then z = exp(2πim/N) satisfies z^N = 1, and z ≠ 1 because N does not divide m. The geometric sum gives

(1 − z) Σ_j z^j = 1 − z^N = 0,

so Σ_j φ_m(j) = 0. This is `sum_planeWave`.

Let A_jk = φ_(k−n)(j), the matrix `toGrid`, which turns coefficients into grid values. Since conj(φ_a) φ_b = φ_(b−a) (`conj_planeWave_mul`),

(A† diag(V/N) A)_kl = (1/N) Σ_j V_j φ_(l−k)(j) = H_kl.

This is `gridMatrix_factor`. The diagonal matrix is real, so H† = H; this half of the theorem holds for any N.

The grid condition enters through the constant potential 1. Its diagonal elements are 1. Off the diagonal 0 < |l−k| ≤ 2n < N, so the sum vanishes and A†A/N = 1 (`gridMatrix_one`).

Now take Hx = μx with x ≠ 0 and set p_j = |(Ax)_j|²/N ≥ 0. The factorisation gives x†Hx = Σ_j V_j p_j (`expectation_eq`), and the same formula for the potential 1 gives x†x = Σ_j p_j > 0. Therefore

μ = Σ_j V_j p_j / Σ_j p_j.

This is an average of the V_j with the normalised weights p_j / Σ_i p_i, so it is real and lies between the smallest and the largest V_j. In the proof, `e1` is the norm identity, `e2` is the eigenvalue equation contracted with x†, and `hS` is the positivity of the sum. The imaginary part of `e2` shows that μ is real, and the real part gives the two inequalities term by term.

In the smallest case, n = 0, the basis holds only the constant wave. H is then the single number (1/N) Σ_j V_j, the plain grid average, for every N ≥ 1.

## A determinant that depends on the displacement

For N = 2n+1 the matrix A is square, and

det H = det(A†) · Π_j (V_j/N) · det A.

For the potential 1 the left side is 1, so det(A†) · N^(−N) · det A = 1. Substituting this gives det H = Π_j V_j, which is `det_gridMatrix`.

Take n = 1, N = 3 and V_j = cos(4π(j/3 − s)), which is `shiftedCos 3 s`. With θ = 4πs the three values are

V_0 = cos θ, V_1 = −cos(π/3 − θ), V_2 = −cos(π/3 + θ).

Their product is

cos θ · (cos²θ/4 − 3 sin²θ/4) = (4 cos³θ − 3 cos θ)/4 = cos(3θ)/4.

Hence det H = cos(12πs)/4, which is 1/4 at s = 0 and 0 at s = 1/8. In `det_three_points` the facts `c0`, `c1` and `c2` are the three grid values, and `linear_combination` carries out the trigonometric algebra.

Displacing a potential under exact integration only multiplies the matrix elements by phases exp(−2πi(k−l)s). That is a unitary change of basis, which leaves the determinant alone. Here the determinant changes, so translation invariance is lost. The cause is aliasing: on three points the wavenumber 2 in the potential looks the same as −1, and it couples neighbouring plane waves that it should leave uncoupled.

With N ≥ 4 the determinant is zero for every s (`det_four_or_more_points`). In the row of wavenumber 0, m = l−k is −1, 0 or 1, and the step `split` writes

V_j φ_m(j) = ½ exp(−iθ) φ_(m+2)(j) + ½ exp(iθ) φ_(m−2)(j).

Both wavenumbers m ± 2 are nonzero and at most 3 in modulus, so both sums vanish and the whole row is zero. Exact integration also gives a zero row and a zero determinant. A correct determinant is not yet a correct matrix, though: on four points the element between wavenumbers −1 and 1 is still aliased.

## Two points for three plane waves

If N ≥ 2n+1 fails, so can the bounds. Take n = 1, N = 2 and V = 1. The waves of wavenumber −1 and 1 have the same values on both grid points, and H has the rows

(1, 0, 1), (0, 1, 0), (1, 0, 1).

The normalised vector (1, 0, 1)/√2 has eigenvalue 2, although every sampled value is 1. The theorem `two_points_eigenvalue_two` checks this component by component for the unnormalised vector (1, 0, 1).
